# Damped linear response at positive frequency: a unique solution and nonnegative absorption when $A+B$ and $A-B$ are positive definite

**Q.** Before I believe any theorem here, tell me what the symbols stand for and which sign conventions you use.

**A.** $A$ and $B$ are the real matrices of linear-response time-dependent density functional theory with real orbitals. Their finite index type `n` labels, for instance, occupied–virtual orbital pairs. The perturbing term in the Hamiltonian is $-D$ times a field amplitude, and the real vector $d$ holds the matrix elements of the operator $D$, such as a dipole component. $X$ and $Y$ are the complex excitation and de-excitation amplitudes. The field has the time factor $e^{-iwt}$, and units are such that $\hbar=1$. The complex frequency is $z=w+ig$, with $w$ the driving frequency and $g$ the damping, a phenomenological linewidth that stands for finite lifetimes. The equations are

$$(A-z)X+BY=d,\qquad BX+(A+z)Y=d.$$

With $d$ entering with a plus sign, $\operatorname{Im}\,d\cdot(X+Y)$ is the absorptive part of the response, up to a positive prefactor.

```lean
import Mathlib

open Matrix

namespace DampedLinearResponse

variable {n : Type*} [Fintype n]
```

**Q.** Your matrices are real and your amplitudes complex. How does Lean reconcile them?

**A.** By explicit conversion. `toC` regards $d$ as a complex vector, while `rePart` and `imPart` take components apart.

```lean
/-- A real vector regarded as a complex one. -/
def toC (d : n → ℝ) : n → ℂ := fun i => (d i : ℂ)

/-- The real part of a complex vector, component by component. -/
def rePart (V : n → ℂ) : n → ℝ := fun i => (V i).re

/-- The imaginary part of a complex vector, component by component. -/
def imPart (V : n → ℂ) : n → ℝ := fun i => (V i).im
```

In the system itself, `A.map Complex.ofReal` is $A$ with its entries read as complex numbers, `*ᵥ` applies a matrix to a vector, and `z • X` is $zX$.

```lean
/-- The response equations `(A - z) X + B Y = d` and `B X + (A + z) Y = d` at complex
frequency `z`, with real matrices `A`, `B` and a real perturbation `d`. -/
def DampedSystem (A B : Matrix n n ℝ) (d : n → ℝ) (z : ℂ) (X Y : n → ℂ) : Prop :=
  A.map Complex.ofReal *ᵥ X - z • X + B.map Complex.ofReal *ᵥ Y = toC d ∧
  B.map Complex.ofReal *ᵥ X + (A.map Complex.ofReal *ᵥ Y + z • Y) = toC d
```

**Q.** Where do the four real equations come from?

**A.** Set $P=X+Y$ and $M=X-Y$. Adding the two equations, and subtracting the second from the first, gives

$$(A+B)P-zM=2d,\qquad (A-B)M-zP=0.$$

Now write $P=p+iq$ and $M=m+ik$ with real $p,q,m,k$. Since $zM=(wm-gk)+i(wk+gm)$, and likewise for $zP$, the real and imaginary parts are

$$\begin{aligned}
(A+B)p-wm+gk&=2d, & (A+B)q-wk-gm&=0,\\
(A-B)m-wp+gq&=0, & (A-B)k-wq-gp&=0.
\end{aligned}$$

Note the factor 2 in front of $d$. `RealSystem` records exactly these equations.

```lean
/-- Four coupled real equations for `P = p + i q` and `M = m + i k` at frequency `w` and
damping `g`. -/
def RealSystem (A B : Matrix n n ℝ) (d : n → ℝ) (w g : ℝ) (p q m k : n → ℝ) : Prop :=
  (A + B) *ᵥ p - w • m + g • k = (2 : ℝ) • d ∧
  (A + B) *ᵥ q - w • k - g • m = 0 ∧
  (A - B) *ᵥ m - w • p + g • q = 0 ∧
  (A - B) *ᵥ k - w • q - g • p = 0
```

**Q.** Is that an equivalence, or only a consequence?

**A.** An equivalence, for arbitrary real $A$, $B$ and any complex $z$. Nothing is lost, because $X=(P+M)/2$ and $Y=(P-M)/2$. Two lemmas say that a real matrix, called `M` in the code and unrelated to the vector $M=X-Y$, acts separately on real and imaginary parts. The theorem then compares components, and `linarith` forms the sums and differences in one direction and undoes them in the other.

```lean
/-- The real part of a real matrix acting on a complex vector is the matrix acting on the
real part. -/
theorem re_mulVec (M : Matrix n n ℝ) (V : n → ℂ) (i : n) :
    ((M.map Complex.ofReal *ᵥ V) i).re = (M *ᵥ rePart V) i := by
  simp [Matrix.mulVec, dotProduct, rePart, Complex.re_sum]

/-- The imaginary part of a real matrix acting on a complex vector is the matrix acting on
the imaginary part. -/
theorem im_mulVec (M : Matrix n n ℝ) (V : n → ℂ) (i : n) :
    ((M.map Complex.ofReal *ᵥ V) i).im = (M *ᵥ imPart V) i := by
  simp [Matrix.mulVec, dotProduct, imPart, Complex.im_sum]

/-- The complex response equations for `X`, `Y` are equivalent to the four real equations
for the real and imaginary parts of `X + Y` and `X - Y`. -/
theorem dampedSystem_iff_real (A B : Matrix n n ℝ) (d : n → ℝ) (z : ℂ) (X Y : n → ℂ) :
    DampedSystem A B d z X Y ↔
      RealSystem A B d z.re z.im (rePart (X + Y)) (imPart (X + Y))
        (rePart (X - Y)) (imPart (X - Y)) := by
  have r1 : rePart (X + Y) = rePart X + rePart Y := rfl
  have r2 : imPart (X + Y) = imPart X + imPart Y := rfl
  have r3 : rePart (X - Y) = rePart X - rePart Y := rfl
  have r4 : imPart (X - Y) = imPart X - imPart Y := rfl
  have a1 : ∀ (V : n → ℂ) i, rePart V i = (V i).re := fun _ _ => rfl
  have a2 : ∀ (V : n → ℂ) i, imPart V i = (V i).im := fun _ _ => rfl
  rw [r1, r2, r3, r4]
  -- compare the equations component by component
  simp only [DampedSystem, RealSystem, funext_iff, Complex.ext_iff, toC, Pi.add_apply,
    Pi.sub_apply, Pi.smul_apply, Pi.zero_apply, smul_eq_mul, Complex.add_re, Complex.add_im,
    Complex.sub_re, Complex.sub_im, Complex.mul_re, Complex.mul_im, Complex.ofReal_re,
    Complex.ofReal_im, re_mulVec, im_mulVec, Matrix.add_mulVec, Matrix.sub_mulVec,
    Matrix.mulVec_add, Matrix.mulVec_sub, a1, a2]
  constructor
  · rintro ⟨h1, h2⟩
    refine ⟨fun i => ?_, fun i => ?_, fun i => ?_, fun i => ?_⟩ <;>
      linarith [(h1 i).1, (h1 i).2, (h2 i).1, (h2 i).2]
  · rintro ⟨h1, h2, h3, h4⟩
    refine ⟨fun i => ⟨?_, ?_⟩, fun i => ⟨?_, ?_⟩⟩ <;>
      linarith [h1 i, h2 i, h3 i, h4 i]
```

**Q.** So far there is no physics of stability. Where does positive definiteness enter?

**A.** Through the hypotheses `(A + B).PosDef` and `(A - B).PosDef`, which include symmetry. Physically, they say that the reference state is a strict local minimum to second order, against both the real and the imaginary orbital variations that `n` labels. They are assumed here, not derived from a functional. Two facts are extracted, for a real matrix $N$ that the code again calls `M`: $x\cdot Ny=y\cdot Nx$ for a symmetric $N$, and, for a positive definite $N$, $x\cdot Nx\ge 0$ with equality only at $x=0$.

```lean
/-- A real symmetric matrix can be moved across the scalar product. -/
theorem dot_symm {M : Matrix n n ℝ} (hM : M.IsHermitian) (x y : n → ℝ) :
    x ⬝ᵥ M *ᵥ y = y ⬝ᵥ M *ᵥ x := by
  have ht : Mᵀ = M := by
    rw [← Matrix.conjTranspose_eq_transpose_of_trivial]
    exact hM
  rw [Matrix.dotProduct_mulVec, ← Matrix.mulVec_transpose, ht, dotProduct_comm]

/-- The quadratic form of a positive definite matrix is nonnegative and vanishes only on the
zero vector. -/
theorem quad_posDef {M : Matrix n n ℝ} (hM : M.PosDef) (x : n → ℝ) :
    0 ≤ x ⬝ᵥ M *ᵥ x ∧ (x ⬝ᵥ M *ᵥ x = 0 → x = 0) := by
  by_cases hx : x = 0
  · simp [hx]
  · have h := hM.dotProduct_mulVec_pos hx
    rw [star_trivial] at h
    exact ⟨h.le, fun h0 => absurd h0 h.ne'⟩
```

**Q.** How do you get from there to the sign of the absorption?

**A.** Through two balance identities. Abbreviate $a=p\cdot k-q\cdot m$ and $b=p\cdot m+q\cdot k$.

Symmetry of $A-B$ gives $m\cdot(A-B)k=k\cdot(A-B)m$. Inserting the last two real equations turns this into $m\cdot(wq+gp)=k\cdot(wp-gq)$, so $wa=gb$.

Symmetry of $A+B$ gives $p\cdot(A+B)q=q\cdot(A+B)p$. The first two equations turn this into
$$w\,p\cdot k+g\,p\cdot m=2d\cdot q+w\,q\cdot m-g\,q\cdot k,$$
so $2d\cdot q=wa+gb=2wa$, and $d\cdot q=wa$.

Contracting the third equation with $m$ and the fourth with $k$ gives
$$Q_-:=m\cdot(A-B)m+k\cdot(A-B)k=wb+ga.$$
Hence $wg\,Q_-=w^2(gb)+g^2(wa)=(w^2+g^2)\,wa$, which is the first identity:

$$(w^2+g^2)\,d\cdot q=wg\,Q_-.$$

Contracting the first equation with $p$ and the second with $q$ gives
$$Q_+:=p\cdot(A+B)p+q\cdot(A+B)q=2d\cdot p+wb-ga.$$
Adding $Q_-$, multiplying by $g$ and using $gb=wa=d\cdot q$ yields the second:

$$g\,(Q_++Q_-)=2\,(g\,d\cdot p+w\,d\cdot q).$$

In Lean, the `congrArg` lines perform the contractions. The intermediate facts `hab`, `hdq` and `hM` are $wa=gb$, $d\cdot q=wa$ and $Q_-=wb+ga$, and `linear_combination` checks the algebra.

```lean
/-- Two balance identities for symmetric `A + B` and `A - B`: the first relates `d · q` to the
quadratic form of `A - B`, the second relates both quadratic forms to `d · p` and `d · q`. -/
theorem balance {A B : Matrix n n ℝ} (hS : (A + B).IsHermitian) (hD : (A - B).IsHermitian)
    {d p q m k : n → ℝ} {w g : ℝ} (h : RealSystem A B d w g p q m k) :
    (w ^ 2 + g ^ 2) * (d ⬝ᵥ q) =
      w * g * (m ⬝ᵥ (A - B) *ᵥ m + k ⬝ᵥ (A - B) *ᵥ k) ∧
    g * (p ⬝ᵥ (A + B) *ᵥ p + q ⬝ᵥ (A + B) *ᵥ q +
      (m ⬝ᵥ (A - B) *ᵥ m + k ⬝ᵥ (A - B) *ᵥ k)) = 2 * (g * (d ⬝ᵥ p) + w * (d ⬝ᵥ q)) := by
  obtain ⟨h1, h2, h3, h4⟩ := h
  have e1q := congrArg (fun v => q ⬝ᵥ v) h1
  have e1p := congrArg (fun v => p ⬝ᵥ v) h1
  have e2p := congrArg (fun v => p ⬝ᵥ v) h2
  have e2q := congrArg (fun v => q ⬝ᵥ v) h2
  have e3m := congrArg (fun v => m ⬝ᵥ v) h3
  have e3k := congrArg (fun v => k ⬝ᵥ v) h3
  have e4m := congrArg (fun v => m ⬝ᵥ v) h4
  have e4k := congrArg (fun v => k ⬝ᵥ v) h4
  simp only [dotProduct_add, dotProduct_sub, dotProduct_smul, smul_eq_mul, dotProduct_zero,
    dotProduct_comm m p, dotProduct_comm m q, dotProduct_comm k p, dotProduct_comm k q,
    dotProduct_comm q d, dotProduct_comm p d] at e1q e1p e2p e2q e3m e3k e4m e4k
  have sS := dot_symm hS q p
  have sD := dot_symm hD k m
  -- symmetry of `A - B` ties the two cross terms together
  have hab : w * (p ⬝ᵥ k - q ⬝ᵥ m) = g * (p ⬝ᵥ m + q ⬝ᵥ k) := by
    linear_combination e4m - e3k + sD
  have hdq : d ⬝ᵥ q = w * (p ⬝ᵥ k - q ⬝ᵥ m) := by
    linear_combination (e2p - e1q + sS - hab) / 2
  have hM : m ⬝ᵥ (A - B) *ᵥ m + k ⬝ᵥ (A - B) *ᵥ k =
      w * (p ⬝ᵥ m + q ⬝ᵥ k) + g * (p ⬝ᵥ k - q ⬝ᵥ m) := by
    linear_combination e3m + e4k
  constructor
  · linear_combination (w ^ 2 + g ^ 2) * hdq - w * g * hM + w ^ 2 * hab
  · linear_combination g * (e1p + e2q) + g * hM - 2 * w * hdq - 2 * w * hab
```

**Q.** An identity about solutions is empty if there are none. Why does a solution exist, even when $w$ sits on an excitation energy?

**A.** Because of the damping. Put $d=0$ in the second identity: $g(Q_++Q_-)=0$. For $g\neq0$ the sum of four nonnegative quadratic forms vanishes, so $p=q=m=k=0$ and therefore $X=Y=0$. The linear map taking $(X,Y)$ to the two left-hand sides is thus injective. It maps a finite-dimensional space to itself, so it is also surjective, and $(d,d)$ has exactly one preimage.

The proof builds this map as `L`, shows injectivity as just described, and gets existence from `LinearMap.injective_iff_surjective`. The statement's `∃!` ranges over pairs `V`, with `V.1` as $X$ and `V.2` as $Y$. Only `z.im ≠ 0` is required; the sign of the damping and the value of $w$ play no role.

```lean
/-- With nonzero damping and positive definite `A + B`, `A - B`, the response equations have
exactly one solution for every real perturbation. -/
theorem existsUnique_response {A B : Matrix n n ℝ} (hS : (A + B).PosDef)
    (hD : (A - B).PosDef) {z : ℂ} (hg : z.im ≠ 0) (d : n → ℝ) :
    ∃! V : (n → ℂ) × (n → ℂ), DampedSystem A B d z V.1 V.2 := by
  let L : ((n → ℂ) × (n → ℂ)) →ₗ[ℂ] ((n → ℂ) × (n → ℂ)) :=
    { toFun := fun V =>
        (A.map Complex.ofReal *ᵥ V.1 - z • V.1 + B.map Complex.ofReal *ᵥ V.2,
         B.map Complex.ofReal *ᵥ V.1 + (A.map Complex.ofReal *ᵥ V.2 + z • V.2))
      map_add' := by
        intro U V
        simp only [Prod.fst_add, Prod.snd_add, Matrix.mulVec_add, Prod.mk_add_mk]
        congr 1 <;> module
      map_smul' := by
        intro c V
        simp only [Prod.smul_fst, Prod.smul_snd, Matrix.mulVec_smul, RingHom.id_apply,
          Prod.smul_mk]
        congr 1 <;> module }
  have h0 : toC (0 : n → ℝ) = 0 := by
    ext i
    simp [toC]
  have inj : Function.Injective L := by
    refine (injective_iff_map_eq_zero L).2 fun V hV => ?_
    have hsys : DampedSystem A B 0 z V.1 V.2 :=
      ⟨(congrArg Prod.fst hV).trans h0.symm, (congrArg Prod.snd hV).trans h0.symm⟩
    -- without perturbation the sum of the four quadratic forms vanishes
    have hb := (balance hS.1 hD.1 ((dampedSystem_iff_real A B 0 z V.1 V.2).1 hsys)).2
    simp only [zero_dotProduct, mul_zero, add_zero] at hb
    have hsum := (mul_eq_zero.1 hb).resolve_left hg
    obtain ⟨p0, p1⟩ := quad_posDef hS (rePart (V.1 + V.2))
    obtain ⟨q0, q1⟩ := quad_posDef hS (imPart (V.1 + V.2))
    obtain ⟨m0, m1⟩ := quad_posDef hD (rePart (V.1 - V.2))
    obtain ⟨k0, k1⟩ := quad_posDef hD (imPart (V.1 - V.2))
    have hp := p1 (by linarith)
    have hq := q1 (by linarith)
    have hm := m1 (by linarith)
    have hk := k1 (by linarith)
    have cp : ∀ i, (V.1 i).re + (V.2 i).re = 0 := fun i => congrFun hp i
    have cq : ∀ i, (V.1 i).im + (V.2 i).im = 0 := fun i => congrFun hq i
    have cm : ∀ i, (V.1 i).re - (V.2 i).re = 0 := fun i => congrFun hm i
    have ck : ∀ i, (V.1 i).im - (V.2 i).im = 0 := fun i => congrFun hk i
    refine Prod.ext (funext fun i => Complex.ext ?_ ?_) (funext fun i => Complex.ext ?_ ?_)
    · change (V.1 i).re = 0
      linarith [cp i, cm i]
    · change (V.1 i).im = 0
      linarith [cq i, ck i]
    · change (V.2 i).re = 0
      linarith [cp i, cm i]
    · change (V.2 i).im = 0
      linarith [cq i, ck i]
  -- in finite dimension an injective linear map is onto
  obtain ⟨V, hV⟩ := LinearMap.injective_iff_surjective.1 inj (toC d, toC d)
  exact ⟨V, ⟨congrArg Prod.fst hV, congrArg Prod.snd hV⟩,
    fun U hU => inj ((Prod.ext hU.1 hU.2 : L U = (toC d, toC d)).trans hV.symm)⟩
```

**Q.** Then why ask for $w>0$ and $g>0$ in the final result?

**A.** For the sign. In the first identity a positive factor $wg$ gives $d\cdot q\ge0$, while a negative one gives $d\cdot q\le0$; at $w=0$ with $g\neq0$, the same identity gives $d\cdot q=0$. Since $d$ is real, $d\cdot q=\operatorname{Im}\,d\cdot(X+Y)$, which is the fact `hdot`.

The theorem also settles when absorption is strictly positive: exactly when $d\neq0$. If $d=0$, then $d\cdot q=0$. Conversely, if $d\cdot q=0$, then $Q_-=0$, so $M=0$. The equation $(A-B)M=zP$ becomes $zP=0$, so $P=0$, and $(A+B)P-zM=2d$ leaves $d=0$. Lean needs only the real part $p$ of $P$: it combines the third and fourth real equations into $(w^2+g^2)\,p=0$ and then reads $d=0$ off the first.

```lean
/-- For positive definite `A + B` and `A - B` and for positive frequency and damping, the response
exists and is unique, `Im (d · (X + Y))` is nonnegative, and it is strictly positive exactly when
the perturbation is nonzero. -/
theorem damped_response {A B : Matrix n n ℝ} (hS : (A + B).PosDef) (hD : (A - B).PosDef)
    {z : ℂ} (hw : 0 < z.re) (hg : 0 < z.im) (d : n → ℝ) :
    (∃! V : (n → ℂ) × (n → ℂ), DampedSystem A B d z V.1 V.2) ∧
    ∀ X Y, DampedSystem A B d z X Y →
      0 ≤ (toC d ⬝ᵥ (X + Y)).im ∧ (0 < (toC d ⬝ᵥ (X + Y)).im ↔ d ≠ 0) := by
  refine ⟨existsUnique_response hS hD hg.ne' d, fun X Y h => ?_⟩
  have hdot : (toC d ⬝ᵥ (X + Y)).im = d ⬝ᵥ imPart (X + Y) := by
    simp [dotProduct, toC, imPart, Complex.im_sum]
  rw [hdot]
  have hr := (dampedSystem_iff_real A B d z X Y).1 h
  have hb := (balance hS.1 hD.1 hr).1
  obtain ⟨m0, m1⟩ := quad_posDef hD (rePart (X - Y))
  obtain ⟨k0, k1⟩ := quad_posDef hD (imPart (X - Y))
  have hz : 0 < z.re ^ 2 + z.im ^ 2 := by positivity
  have hwg : 0 < z.re * z.im := mul_pos hw hg
  have hnn : 0 ≤ d ⬝ᵥ imPart (X + Y) := by
    refine (mul_nonneg_iff_of_pos_left hz).1 ?_
    rw [hb]
    exact mul_nonneg hwg.le (add_nonneg m0 k0)
  refine ⟨hnn, fun hpos hd => ?_, fun hd => lt_of_le_of_ne hnn fun hzero => hd ?_⟩
  · rw [hd, zero_dotProduct] at hpos
    exact lt_irrefl _ hpos
  · -- vanishing absorption forces `X - Y = 0`, then `rePart (X + Y) = 0`, then `d = 0`
    rw [← hzero, mul_zero] at hb
    have hsum := (mul_eq_zero.1 hb.symm).resolve_left hwg.ne'
    have hm := m1 (by linarith)
    have hk := k1 (by linarith)
    obtain ⟨h1, -, h3, h4⟩ := hr
    rw [hm, hk] at h1
    rw [hm] at h3
    rw [hk] at h4
    have hp : rePart (X + Y) = 0 := by
      ext i
      have c3 := congrFun h3 i
      have c4 := congrFun h4 i
      simp only [Matrix.mulVec_zero, Pi.add_apply, Pi.sub_apply, Pi.smul_apply,
        Pi.zero_apply, smul_eq_mul] at c3 c4
      have hc : (z.re ^ 2 + z.im ^ 2) * rePart (X + Y) i = 0 := by
        linear_combination -z.re * c3 - z.im * c4
      exact (mul_eq_zero.1 hc).resolve_left hz.ne'
    rw [hp] at h1
    ext i
    have c1 := congrFun h1 i
    simp only [Matrix.mulVec_zero, Pi.add_apply, Pi.sub_apply, Pi.smul_apply,
      Pi.zero_apply, smul_eq_mul, mul_zero] at c1
    change d i = 0
    linarith
```

**Q.** Would the existence claim survive without damping?

**A.** Not in general. Take $A=1$, $B=0$ and $z=1$. Both $A+B$ and $A-B$ are the identity, hence positive definite, yet the first equation reads $0=d$. No nonzero perturbation has a response at this resonance.

```lean
/-- For `A = 1`, `B = 0` and the undamped frequency `z = 1`, the response equations have no
solution for any nonzero perturbation. -/
theorem no_response_at_undamped_resonance [DecidableEq n] {d : n → ℝ} (hd : d ≠ 0) :
    ¬ ∃ X Y, DampedSystem (1 : Matrix n n ℝ) 0 d 1 X Y := by
  rintro ⟨X, Y, h, -⟩
  apply hd
  ext i
  have hi := congrArg Complex.re (congrFun h i)
  simp only [Pi.add_apply, Pi.sub_apply, Complex.add_re, Complex.sub_re, re_mulVec,
    Matrix.one_mulVec, Matrix.zero_mulVec, one_smul, Pi.zero_apply, rePart, toC,
    Complex.ofReal_re] at hi
  change d i = 0
  linarith

end DampedLinearResponse
```

```lean
#print axioms DampedLinearResponse.damped_response
#print axioms DampedLinearResponse.no_response_at_undamped_resonance
```

```
'DampedLinearResponse.damped_response' depends on axioms: [propext, Classical.choice, Quot.sound]
'DampedLinearResponse.no_response_at_undamped_resonance' depends on axioms: [propext, Classical.choice, Quot.sound]
```

**Q.** What physics should I not read into this?

**A.** The matrices don't depend on frequency, which corresponds to an adiabatic exchange–correlation kernel. The same real $d$ appears in both equations, which suits an electric dipole perturbation with real orbitals but not a magnetic one. The space is finite-dimensional, so there is no true continuum, and neither the limit $g\to0$ nor response beyond first order is treated.

**Q.** And what does it tell someone running a damped-response calculation?

**A.** In a finite basis with frequency-independent matrices that meet the two stability conditions, the linear system is solvable at every real frequency once $g\neq0$, on resonance included. If a damped-response calculation reports a negative $\operatorname{Im}\,d\cdot(X+Y)$ at $w,g>0$, possible causes are an inaccurate solution of the equations, a sign convention different from the one used here, an error in the evaluation, or a failed hypothesis, for instance an unstable reference state for which $A-B$ is not positive definite.
